# Wave functions invariant under all three-particle ring exchanges are sums of a symmetric and an antisymmetric part

For at least two particles, a complex function of the particle coordinates is unchanged by every cyclic exchange of three coordinates if and only if it is the sum of a fully symmetric and a fully antisymmetric function in exactly one way. For a first-quantised wave function stored on a finite grid, this means that a test of invariance under all three-particle ring exchanges excludes mixed permutation symmetry, while bosonic functions, fermionic functions and their sums all pass it.

## Configurations and their relabelling

Let \(X\) be the set of one-particle coordinates, for instance positions, lattice sites, or pairs of site and spin. A configuration of \(N\) particles is a map \(x\) from the labels \(0,\dots,N-1\) to \(X\), written `Fin N → X` in Lean, and \(x_k\) is the coordinate of particle \(k\). The wave function is any function \(f\) from configurations to \(\mathbb C\). No norm, continuity or Hamiltonian enters, and "ring exchange" means the permutation of coordinates, not an energy term.

```lean
import Mathlib

open Equiv

namespace ThreeParticleRingExchange

noncomputable section

variable {X : Type*} {N : ℕ}
```

A permutation \(\sigma\) turns \(x\) into \(x\circ\sigma\), with \((x\circ\sigma)_k=x_{\sigma(k)}\). Products act from the right, so \((x\circ\sigma)\circ\tau=x\circ(\sigma\tau)\), where \(\sigma\tau\) applies \(\tau\) first. Full symmetry, the bosonic condition, is invariance under all \(\sigma\).

```lean
/-- The wave function is unchanged by every permutation of its coordinates. -/
def FullySymmetric (f : (Fin N → X) → ℂ) : Prop :=
  ∀ (σ : Perm (Fin N)) (x : Fin N → X), f (x ∘ σ) = f x
```

Full antisymmetry, the fermionic condition, carries the factor \(\operatorname{sgn}\sigma=\pm1\). In Lean the sign is a unit of the integers, which the two casts carry into \(\mathbb C\).

```lean
/-- The wave function is multiplied by the sign of the permutation
when its coordinates are permuted. -/
def FullyAntisymmetric (f : (Fin N → X) → ℂ) : Prop :=
  ∀ (σ : Perm (Fin N)) (x : Fin N → X),
    f (x ∘ σ) = ((Perm.sign σ : ℤ) : ℂ) * f x
```

Ring invariance makes a demand only on three-cycles, and it allows no phase factor: a function multiplied by \(e^{2\pi i/3}\) under a ring exchange does not qualify unless it is zero. For \(N=2\) there are no three-cycles, so every function qualifies.

```lean
/-- The wave function is unchanged by every cyclic exchange of three coordinates. -/
def RingInvariant (f : (Fin N → X) → ℂ) : Prop :=
  ∀ σ : Perm (Fin N), σ.IsThreeCycle → ∀ x : Fin N → X, f (x ∘ σ) = f x
```

For two labels \(i,j\), let \(t\) be the permutation `swap i j`. Two combinations of \(f\) with its exchanged copy will be needed. The first is \(f_+(x)=\tfrac12\,[f(x)+f(x\circ t)]\).

```lean
/-- Half the sum of a wave function and its copy with particles `i` and `j` exchanged. -/
def exchangeEven (i j : Fin N) (f : (Fin N → X) → ℂ) : (Fin N → X) → ℂ :=
  fun x => (f x + f (x ∘ swap i j)) / 2
```

The second is \(f_-(x)=\tfrac12\,[f(x)-f(x\circ t)]\).

```lean
/-- Half the difference of a wave function and its copy with particles `i` and `j`
exchanged. -/
def exchangeOdd (i j : Fin N) (f : (Fin N → X) → ℂ) : (Fin N → X) → ℂ :=
  fun x => (f x - f (x ∘ swap i j)) / 2
```

## (a) From three-cycles to all even permutations

**Task.** Let \(f\) be ring invariant. Show that for every even permutation \(\sigma\) and every \(x\),
\[
f(x\circ\sigma)=f(x).
\]

**Solution.** The permutations that leave \(f\) unchanged form a group \(H\). If \(a\) and \(b\) belong to it, then
\[
f(x\circ ab)=f((x\circ a)\circ b)=f(x\circ a)=f(x),
\]
\[
f(x\circ a^{-1})=f((x\circ a^{-1})\circ a)=f(x).
\]
By assumption \(H\) contains all three-cycles. An even permutation is a product of an even number of transpositions, which can be taken in pairs. For distinct \(i,j,k,l\), a pair has one of the forms
\[
(i\,j)(i\,j)=1,\qquad (i\,j)(j\,k)=(i\,j\,k),\qquad (i\,j)(k\,l)=(i\,j\,k)(j\,k\,l).
\]
Each is a product of three-cycles or the identity, so \(H\) contains every even permutation.

In Lean, `H` is built as a subgroup with the same two computations. That three-cycles generate the alternating group is taken from Mathlib as `closure_three_cycles_eq_alternating`.

In a numerical test with \(N\ge3\), the \(N-2\) cycles \((0\,1\,k)\) with \(k=2,\dots,N-1\) are enough, since they already generate all even permutations.

```lean
/-- A wave function invariant under three-particle ring exchanges is invariant under
every even permutation of the particles. -/
theorem RingInvariant.even {f : (Fin N → X) → ℂ} (hf : RingInvariant f)
    (σ : Perm (Fin N)) (hσ : Perm.sign σ = 1) (x : Fin N → X) :
    f (x ∘ σ) = f x := by
  -- the permutations that leave `f` unchanged form a group
  let H : Subgroup (Perm (Fin N)) :=
    { carrier := {τ | ∀ y : Fin N → X, f (y ∘ τ) = f y}
      mul_mem' := fun {a b} ha hb y => (hb (y ∘ a)).trans (ha y)
      one_mem' := fun _ => rfl
      inv_mem' := fun {a} ha y => by
        have h : (y ∘ ⇑a⁻¹) ∘ ⇑a = y := by
          funext k
          simp
        have h2 : f ((y ∘ ⇑a⁻¹) ∘ ⇑a) = f (y ∘ ⇑a⁻¹) := ha _
        rw [h] at h2
        exact h2.symm }
  -- it contains the three-cycles, which generate the alternating group
  have hle : Subgroup.closure {τ : Perm (Fin N) | τ.IsThreeCycle} ≤ H :=
    (Subgroup.closure_le H).2 (fun τ hτ => hf τ hτ)
  have hmem : σ ∈ Subgroup.closure {τ : Perm (Fin N) | τ.IsThreeCycle} := by
    rw [Equiv.Perm.closure_three_cycles_eq_alternating]
    exact Equiv.Perm.mem_alternatingGroup.2 hσ
  exact hle hmem x
```

## (b) Odd permutations act alike

**Task.** Let \(f\) be ring invariant, and let \(\sigma\) and \(\tau\) be odd. Show that
\[
f(x\circ\sigma)=f(x\circ\tau).
\]

**Solution.** The permutation \(\tau^{-1}\sigma\) is even, and \(x\circ\sigma=(x\circ\tau)\circ(\tau^{-1}\sigma)\). Part (a), applied at the configuration \(x\circ\tau\), gives the claim.

The Lean proof does the same: `h` is part (a) at `x ∘ τ`, and `hx` is the identity between the two configurations.

```lean
/-- All odd permutations act in the same way on a wave function invariant under
three-particle ring exchanges. -/
theorem RingInvariant.odd {f : (Fin N → X) → ℂ} (hf : RingInvariant f)
    (σ τ : Perm (Fin N)) (hσ : Perm.sign σ = -1) (hτ : Perm.sign τ = -1)
    (x : Fin N → X) : f (x ∘ σ) = f (x ∘ τ) := by
  have h := hf.even (τ⁻¹ * σ) (by simp [Perm.sign_mul, Perm.sign_inv, hσ, hτ]) (x ∘ τ)
  have hx : (x ∘ ⇑τ) ∘ ⇑(τ⁻¹ * σ) = x ∘ ⇑σ := by
    funext k
    simp
  rwa [hx] at h
```

## (c) One pair exchange produces full symmetry and antisymmetry

**Task.** Let \(f\) be ring invariant and \(i\ne j\). Show that for every permutation \(\sigma\),
\[
f_+(x\circ\sigma)=f_+(x),\qquad f_-(x\circ\sigma)=\operatorname{sgn}(\sigma)\,f_-(x).
\]

**Solution.** The transposition \(t\) is odd. If \(\sigma\) is even, then \(\sigma t\) is odd, and parts (a) and (b) give
\[
f(x\circ\sigma)=f(x),\qquad f(x\circ\sigma t)=f(x\circ t).
\]
Both terms of \(f_\pm\) are unchanged. If \(\sigma\) is odd, then \(\sigma t\) is even, and
\[
f(x\circ\sigma)=f(x\circ t),\qquad f(x\circ\sigma t)=f(x).
\]
The two terms trade places, which leaves \(f_+\) unchanged and reverses the sign of \(f_-\).

The Lean facts `he` and `ho` are these two pairs of equations. The proof then splits on whether the sign is \(1\) or \(-1\) and substitutes them.

In code, with \(f\) stored as a NumPy array `f` with one axis per particle, \(f_+\) for particles 0 and 1 is `(f + f.swapaxes(0, 1)) / 2`. For ring-invariant data, these two terms replace the average over all \(N!\) permutations. For a general array with \(N\ge3\), the result need not be fully symmetric.

```lean
/-- For a ring-exchange invariant wave function, the even and odd parts under a single
pair exchange are fully symmetric and fully antisymmetric. -/
theorem RingInvariant.parts {f : (Fin N → X) → ℂ} (hf : RingInvariant f)
    {i j : Fin N} (hij : i ≠ j) :
    FullySymmetric (exchangeEven i j f) ∧ FullyAntisymmetric (exchangeOdd i j f) := by
  have hs : Perm.sign (swap i j) = -1 := Perm.sign_swap hij
  -- an even permutation fixes `f` and its exchanged copy, an odd one interchanges them
  have he : ∀ σ : Perm (Fin N), Perm.sign σ = 1 → ∀ x : Fin N → X,
      f (x ∘ σ) = f x ∧ f ((x ∘ σ) ∘ swap i j) = f (x ∘ swap i j) := fun σ h x =>
    ⟨hf.even σ h x,
      hf.odd (σ * swap i j) (swap i j) (by simp [Perm.sign_mul, h, hs]) hs x⟩
  have ho : ∀ σ : Perm (Fin N), Perm.sign σ = -1 → ∀ x : Fin N → X,
      f (x ∘ σ) = f (x ∘ swap i j) ∧ f ((x ∘ σ) ∘ swap i j) = f x := fun σ h x =>
    ⟨hf.odd σ (swap i j) h hs x,
      hf.even (σ * swap i j) (by simp [Perm.sign_mul, h, hs]) x⟩
  constructor
  · intro σ x
    unfold exchangeEven
    rcases Int.units_eq_one_or (Perm.sign σ) with h | h
    · rw [(he σ h x).1, (he σ h x).2]
    · rw [(ho σ h x).1, (ho σ h x).2, add_comm]
  · intro σ x
    unfold exchangeOdd
    rcases Int.units_eq_one_or (Perm.sign σ) with h | h
    · rw [(he σ h x).1, (he σ h x).2, h]
      simp only [Units.val_one, Int.cast_one, one_mul]
    · rw [(ho σ h x).1, (ho σ h x).2, h]
      simp only [Units.val_neg, Units.val_one, Int.cast_neg, Int.cast_one]
      ring
```

## (d) The two parts are forced

**Task.** Suppose \(f=s+a\) with \(s\) fully symmetric and \(a\) fully antisymmetric, and let \(i\neq j\). Show that
\[
s=f_+,\qquad a=f_-.
\]

**Solution.** Since \(t\) is odd, \(s(x\circ t)=s(x)\) and \(a(x\circ t)=-a(x)\). Therefore
\[
f(x)=s(x)+a(x),\qquad f(x\circ t)=s(x)-a(x).
\]
Half the sum of these equations is \(s(x)\), and half their difference is \(a(x)\).

Ring invariance is not assumed here. In Lean, `h1` is the sign change of \(a\) under the exchange, and `ring` completes the algebra after substitution.

```lean
/-- If a wave function is the sum of a fully symmetric and a fully antisymmetric part,
these are its even and odd parts under the exchange of any two particles. -/
theorem parts_unique {f s a : (Fin N → X) → ℂ} (hs : FullySymmetric s)
    (ha : FullyAntisymmetric a) (h : ∀ x, f x = s x + a x) {i j : Fin N} (hij : i ≠ j) :
    s = exchangeEven i j f ∧ a = exchangeOdd i j f := by
  have h1 : ∀ x, a (x ∘ swap i j) = -a x := by
    intro x
    have h2 := ha (swap i j) x
    rw [Perm.sign_swap hij] at h2
    simp only [Units.val_neg, Units.val_one, Int.cast_neg, Int.cast_one] at h2
    linear_combination h2
  constructor
  · funext x
    unfold exchangeEven
    rw [h x, h (x ∘ swap i j), hs (swap i j) x, h1 x]
    ring
  · funext x
    unfold exchangeOdd
    rw [h x, h (x ∘ swap i j), hs (swap i j) x, h1 x]
    ring
```

## (e) Every such sum is ring invariant

**Task.** Let \(f=s+a\) with \(s\) fully symmetric and \(a\) fully antisymmetric. Show that for every three-cycle \(\sigma\),
\[
f(x\circ\sigma)=s(x)+a(x)=f(x).
\]

**Solution.** A three-cycle is a product of two transpositions, so its sign is \(+1\). Hence \(s(x\circ\sigma)=s(x)\) and \(a(x\circ\sigma)=a(x)\), and adding the two gives the claim.

The Lean proof rewrites with the two symmetry hypotheses and takes the sign from `hσ.sign`.

```lean
/-- The sum of a fully symmetric and a fully antisymmetric wave function is invariant
under three-particle ring exchanges. -/
theorem ringInvariant_of_sum {f s a : (Fin N → X) → ℂ} (hs : FullySymmetric s)
    (ha : FullyAntisymmetric a) (h : ∀ x, f x = s x + a x) : RingInvariant f := by
  intro σ hσ x
  -- a three-cycle is an even permutation
  rw [h, h, hs σ x, ha σ x, hσ.sign]
  simp only [Units.val_one, Int.cast_one, one_mul]
```

## (f) Ring invariance and the unique decomposition

**Task.** Let \(N\ge2\). Show that
\[
f\text{ is ring invariant}\iff \exists!\,(s,a):\ f=s+a,
\]
where \(s\) ranges over fully symmetric and \(a\) over fully antisymmetric functions.

**Solution.** Let \(f\) be ring invariant. Since \(N\ge2\), particles 0 and 1 exist, and we take \(t\) to be their exchange. By (c), \(f_+\) is fully symmetric and \(f_-\) is fully antisymmetric, and
\[
f_+(x)+f_-(x)=\tfrac12[f(x)+f(x\circ t)]+\tfrac12[f(x)-f(x\circ t)]=f(x).
\]
By (d), any other admissible pair equals \((f_+,f_-)\). Conversely, if a decomposition exists, (e) shows that \(f\) is ring invariant.

The condition \(N\ge2\) matters for uniqueness. With a single particle the only permutation is the identity, every function is both symmetric and antisymmetric, and \(f\) can be divided between \(s\) and \(a\) at will.

In Lean, `∃! p` ranges over pairs of functions, with `p.1` as \(s\) and `p.2` as \(a\). The fact `hij` says that labels 0 and 1 differ, and `Prod.ext` turns equality of the two components into equality of the pairs.

A state of identical bosons has \(a=0\), and one of identical fermions has \(s=0\), provided that \(X\) includes all one-particle labels such as spin. Ring invariance by itself permits both parts to be nonzero.

```lean
/-- For at least two particles, a wave function is invariant under all three-particle ring
exchanges if and only if it splits in exactly one way into a fully symmetric and a fully
antisymmetric part. -/
theorem ringInvariant_iff_existsUnique (hN : 2 ≤ N) (f : (Fin N → X) → ℂ) :
    RingInvariant f ↔ ∃! p : ((Fin N → X) → ℂ) × ((Fin N → X) → ℂ),
      FullySymmetric p.1 ∧ FullyAntisymmetric p.2 ∧ ∀ x, f x = p.1 x + p.2 x := by
  constructor
  · intro hf
    have hij : (⟨0, by omega⟩ : Fin N) ≠ ⟨1, by omega⟩ := by
      simp [Fin.ext_iff]
    refine ⟨(exchangeEven _ _ f, exchangeOdd _ _ f),
      ⟨(hf.parts hij).1, (hf.parts hij).2, fun x => ?_⟩, ?_⟩
    · simp only [exchangeEven, exchangeOdd]
      ring
    · rintro ⟨s, a⟩ ⟨hs, ha, h⟩
      have hu := parts_unique hs ha h hij
      exact Prod.ext hu.1 hu.2
  · rintro ⟨⟨s, a⟩, ⟨hs, ha, h⟩, -⟩
    exact ringInvariant_of_sum hs ha h
```

## (g) A product state plus a Slater determinant

**Task.** Let \(\chi\) and \(\varphi_0,\dots,\varphi_{N-1}\) be complex functions on \(X\), and let
\[
f(x)=\prod_i\chi(x_i)+\det\big[\varphi_j(x_i)\big]_{ij}.
\]
Show that \(f(x\circ\sigma)=f(x)\) for every three-cycle \(\sigma\).

**Solution.** Permuting the coordinates only reorders the factors of the product, so the first term is fully symmetric. For the second, expand over permutations \(\pi\) and set \(\pi'=\pi\sigma^{-1}\):
\[
\sum_\pi \operatorname{sgn}(\pi)\prod_i\varphi_{\pi(i)}(x_{\sigma(i)})
=\operatorname{sgn}(\sigma)\sum_{\pi'}\operatorname{sgn}(\pi')\prod_k\varphi_{\pi'(k)}(x_k).
\]
The determinant is therefore fully antisymmetric, and (e) applies.

Rows belong to particles and columns to orbitals. Lean takes the two symmetries from `Equiv.prod_comp` and `Matrix.det_permute`. The orbitals need not be orthonormal. If they are, the normalised Slater determinant is \(\det[\varphi_j(x_i)]/\sqrt{N!}\), and the constant factor does not affect the argument. For \(N\ge2\), if both terms are nonzero, the sum is neither symmetric nor antisymmetric. It then illustrates the theorem but is not an admissible state of identical bosons or fermions.

```lean
/-- A product state with all particles in one orbital `χ`, plus a Slater determinant of
orbitals `φ`, is invariant under three-particle ring exchanges. -/
theorem product_add_slater_ringInvariant (χ : X → ℂ) (φ : Fin N → X → ℂ) :
    RingInvariant (fun x : Fin N → X =>
      (∏ i, χ (x i)) + (Matrix.of fun i j => φ j (x i)).det) := by
  refine ringInvariant_of_sum (s := fun x => ∏ i, χ (x i))
    (a := fun x => (Matrix.of fun i j => φ j (x i)).det) ?_ ?_ (fun _ => rfl)
  · intro σ x
    exact Equiv.prod_comp σ (fun i => χ (x i))
  · intro σ x
    exact Matrix.det_permute σ (Matrix.of fun i j => φ j (x i))
```

## (h) Fewer coordinate values than particles

**Task.** Let \(X\) be finite with \(|X|<N\). Show that ring invariance is equivalent to full symmetry, that is, to
\[
f(x\circ\sigma)=f(x)\quad\text{for all permutations }\sigma\text{ and all }x.
\]

**Solution.** Full symmetry includes invariance under three-cycles. For the other direction, let \(f\) be ring invariant and fix \(x\). Even permutations are covered by (a). Since there are more particles than values, \(x_i=x_j\) for some \(i\ne j\), and exchanging these two particles gives \(x\circ t=x\). For odd \(\sigma\), part (b) then yields
\[
f(x\circ\sigma)=f(x\circ t)=f(x).
\]

This is the Pauli principle at work: with fewer linearly independent one-particle states than particles, the antisymmetric part has to vanish. For three spinless particles on two lattice sites, a ring-invariant wave function is automatically bosonic.

In Lean, `Fintype.exists_ne_map_eq_of_card_lt` supplies the coinciding pair, which may depend on \(x\), and `hswap` states that exchanging it leaves the configuration unchanged.

```lean
/-- If the one-particle coordinate has fewer possible values than there are particles, invariance
under three-particle ring exchanges is equivalent to full symmetry. -/
theorem ringInvariant_iff_symmetric_of_card_lt [Fintype X] (hX : Fintype.card X < N)
    (f : (Fin N → X) → ℂ) : RingInvariant f ↔ FullySymmetric f := by
  refine ⟨fun hf σ x => ?_, fun hf σ _ x => hf σ x⟩
  -- two particles must have equal coordinates in `x`, and exchanging them leaves `x` unchanged
  obtain ⟨i, j, hij, hx⟩ := Fintype.exists_ne_map_eq_of_card_lt x (by simpa using hX)
  have hswap : x ∘ swap i j = x := by
    funext k
    by_cases h1 : k = i
    · simp [h1, hx]
    · by_cases h2 : k = j
      · simp [h2, hx]
      · simp [Equiv.swap_apply_of_ne_of_ne h1 h2]
  rcases Int.units_eq_one_or (Perm.sign σ) with h | h
  · exact hf.even σ h x
  · rw [hf.odd σ (swap i j) h (Perm.sign_swap hij) x, hswap]

end

end ThreeParticleRingExchange
```

```lean
#print axioms ThreeParticleRingExchange.ringInvariant_iff_existsUnique
#print axioms ThreeParticleRingExchange.product_add_slater_ringInvariant
#print axioms ThreeParticleRingExchange.ringInvariant_iff_symmetric_of_card_lt
```

```
'ThreeParticleRingExchange.ringInvariant_iff_existsUnique' depends on axioms: [propext, Classical.choice, Quot.sound]
'ThreeParticleRingExchange.product_add_slater_ringInvariant' depends on axioms: [propext, Classical.choice, Quot.sound]
'ThreeParticleRingExchange.ringInvariant_iff_symmetric_of_card_lt' depends on axioms: [propext, Classical.choice, Quot.sound]
```
